# Truncated coupled-cluster energies are invariant under orbital rotations that preserve the reference, the projection and the class of cluster operators

A coupled-cluster calculation that keeps all single and double excitations can be run in canonical orbitals or in localised ones. If the localisation mixes occupied orbitals only with occupied ones, and virtual orbitals only with virtual ones, the amplitudes change, but the energy should not. This is not obvious for a truncated method, whose equations hold only on a chosen set of excitations. The answer depends on what the rotation does to the reference determinant, to the projected equations and to the set of allowed cluster operators.

## Operators, reference and energy

```lean
import Mathlib

open Matrix

namespace CoupledClusterOrbitalInvariance

noncomputable section

variable {n : Type*} [Fintype n] [DecidableEq n]
```

The finite type `n` labels the determinants of the basis. Operators are complex matrices indexed by `n`, and no Hermiticity is required of the Hamiltonian.

```lean
/-- The reference determinant, as the basis vector with label `o`. -/
def ref (o : n) : n → ℂ := fun i => if i = o then 1 else 0
```

The reference determinant is the basis vector $e_o$, with entry 1 at the label $o$ and 0 elsewhere.

```lean
/-- The similarity-transformed Hamiltonian `exp(-T) H exp(T)`. -/
def hbar (H T : Matrix n n ℂ) : Matrix n n ℂ :=
  NormedSpace.exp (-T) * H * NormedSpace.exp T
```

This is the similarity-transformed Hamiltonian $\bar H(H,T)=e^{-T}He^{T}$, where $T$ is the cluster operator.

```lean
/-- The coupled-cluster energy: the reference expectation value of `hbar H T`. -/
def energy (o : n) (H T : Matrix n n ℂ) : ℂ := ref o ⬝ᵥ (hbar H T *ᵥ ref o)
```

The energy is $E=e_o^{T}\bar H e_o$, the diagonal entry $\bar H_{oo}$. In Lean, `*ᵥ` applies a matrix to a column vector, `ᵥ*` multiplies a row vector by a matrix, and `⬝ᵥ` is the dot product without complex conjugation, which makes no difference for the real vector $e_o$.

## Solutions and admissible rotations

```lean
/-- `T` is a nilpotent cluster operator from the admitted class `C` that solves the
coupled-cluster equations projected with `P`. -/
structure IsCCSolution (o : n) (P : Matrix n n ℂ) (C : Set (Matrix n n ℂ))
    (H T : Matrix n n ℂ) : Prop where
  mem : T ∈ C
  nilpotent : ∃ k : ℕ, T ^ k = 0
  residual : P *ᵥ (hbar H T *ᵥ ref o) = 0
```

A solution is a matrix $T$ with three properties: it lies in the admitted class $C$, some power of it vanishes, and $P\bar H e_o=0$. In a singles-and-doubles calculation, $C$ would hold the combinations of single and double excitation operators, and $P$ would select the singly and doubly excited determinants. Here both are arbitrary.

```lean
/-- `W` is an invertible matrix that fixes the reference from both sides, commutes with the
projection `P`, and preserves the class `C` of cluster operators. -/
structure IsOrbitalRotation (o : n) (P : Matrix n n ℂ) (C : Set (Matrix n n ℂ))
    (W : Matrix n n ℂ) : Prop where
  unit : IsUnit W
  ket : W *ᵥ ref o = ref o
  bra : ref o ᵥ* W = ref o
  comm : W * P = P * W
  conj_mem : ∀ T ∈ C, W * T * W⁻¹ ∈ C
  conj_mem_inv : ∀ T ∈ C, W⁻¹ * T * W ∈ C
```

An admissible $W$ is invertible and satisfies $We_o=e_o$, $e_o^{T}W=e_o^{T}$ and $WP=PW$. Conjugation by $W$ and by $W^{-1}$ keeps $C$ inside itself. Physically, when $P$ selects the retained determinants, the rotation leaves the reference alone and does not mix retained excitations with discarded ones.

These are hypotheses on the many-electron matrix $W$; they are not derived from a rotation of one-electron orbitals. Occupied–virtual mixing generally changes the reference and is not covered. The reference must be fixed exactly, so an occupied rotation that multiplies it by a phase has to have that phase removed first.

```lean
/-- The set of energies of all solutions of the truncated coupled-cluster equations. -/
def ccEnergies (o : n) (P : Matrix n n ℂ) (C : Set (Matrix n n ℂ)) (H : Matrix n n ℂ) : Set ℂ :=
  {E | ∃ T, IsCCSolution o P C H T ∧ energy o H T = E}
```

This set collects the energies of all solutions for a given $H$. It may be empty, since existence of a solution is not assumed.

## How the transformed Hamiltonian changes

```lean
lemma inv_mul_self {W : Matrix n n ℂ} (hW : IsUnit W) : W⁻¹ * W = 1 :=
  Matrix.nonsing_inv_mul W ((Matrix.isUnit_iff_isUnit_det W).1 hW)
```

For invertible $W$, $W^{-1}W=1$.

```lean
lemma mul_inv_self {W : Matrix n n ℂ} (hW : IsUnit W) : W * W⁻¹ = 1 :=
  Matrix.mul_nonsing_inv W ((Matrix.isUnit_iff_isUnit_det W).1 hW)
```

Likewise $WW^{-1}=1$.

```lean
/-- Transforming both `H` and `T` by `W` transforms `exp(-T) H exp(T)` by `W`. -/
theorem hbar_conj {W : Matrix n n ℂ} (hW : IsUnit W) (H T : Matrix n n ℂ) :
    hbar (W * H * W⁻¹) (W * T * W⁻¹) = W * hbar H T * W⁻¹ := by
  have e : -(W * T * W⁻¹) = W * (-T) * W⁻¹ := by rw [mul_neg, neg_mul]
  unfold hbar
  rw [e, Matrix.exp_conj _ _ hW, Matrix.exp_conj _ _ hW]
  generalize NormedSpace.exp (-T) = A
  generalize NormedSpace.exp T = B
  -- the inner factors `W⁻¹ W` cancel
  calc W * A * W⁻¹ * (W * H * W⁻¹) * (W * B * W⁻¹)
      = W * A * (W⁻¹ * W) * H * (W⁻¹ * W) * B * W⁻¹ := by simp only [mul_assoc]
    _ = W * (A * H * B) * W⁻¹ := by
      rw [inv_mul_self hW]; simp only [mul_one, mul_assoc]
```

The theorem says $\bar H(WHW^{-1},WTW^{-1})=W\bar H(H,T)W^{-1}$. By hand, $(WTW^{-1})^m=WT^mW^{-1}$ for every $m$, because the inner factors cancel. Summing the exponential series gives $e^{WTW^{-1}}=We^{T}W^{-1}$, and the same holds for $-T$. Therefore

$$
(We^{-T}W^{-1})(WHW^{-1})(We^{T}W^{-1})=We^{-T}He^{T}W^{-1}.
$$

Mathlib's `Matrix.exp_conj` supplies the exponential step, and the `calc` block cancels the inner factors.

```lean
lemma conj_ref {o : n} {W : Matrix n n ℂ} (hW : IsUnit W) (hk : W *ᵥ ref o = ref o)
    (X : Matrix n n ℂ) : (W * X * W⁻¹) *ᵥ ref o = W *ᵥ (X *ᵥ ref o) := by
  have h : W⁻¹ *ᵥ ref o = ref o := by
    calc W⁻¹ *ᵥ ref o = W⁻¹ *ᵥ (W *ᵥ ref o) := by rw [hk]
      _ = ref o := by rw [Matrix.mulVec_mulVec, inv_mul_self hW, Matrix.one_mulVec]
  rw [← Matrix.mulVec_mulVec, h, ← Matrix.mulVec_mulVec]
```

Applying $W^{-1}$ to $We_o=e_o$ gives $W^{-1}e_o=e_o$. Hence $WXW^{-1}e_o=WXe_o$ for any matrix $X$.

```lean
/-- If `W` is invertible and `W *ᵥ ref o = ref o`, the coupled-cluster wavefunction built from `W T
W⁻¹` is `W` applied to the one built from `T`. -/
theorem wavefunction_conj {o : n} {W : Matrix n n ℂ} (hW : IsUnit W)
    (hk : W *ᵥ ref o = ref o) (T : Matrix n n ℂ) :
    NormedSpace.exp (W * T * W⁻¹) *ᵥ ref o = W *ᵥ (NormedSpace.exp T *ᵥ ref o) := by
  rw [Matrix.exp_conj _ _ hW, conj_ref hW hk]
```

With $X=e^{T}$, this becomes $e^{WTW^{-1}}e_o=We^{T}e_o$: the coupled-cluster wavefunction is carried along by $W$.

## Solutions go to solutions, in both directions

```lean
/-- If `W` satisfies `IsOrbitalRotation`, so does its inverse. -/
theorem IsOrbitalRotation.inv {o : n} {P W : Matrix n n ℂ} {C : Set (Matrix n n ℂ)}
    (h : IsOrbitalRotation o P C W) : IsOrbitalRotation o P C W⁻¹ := by
  have h1 := inv_mul_self h.unit
  have h2 := mul_inv_self h.unit
  have h3 : W⁻¹⁻¹ = W := Matrix.inv_eq_right_inv h1
  refine ⟨⟨⟨W⁻¹, W, h1, h2⟩, rfl⟩, ?_, ?_, ?_, ?_, ?_⟩
  · calc W⁻¹ *ᵥ ref o = W⁻¹ *ᵥ (W *ᵥ ref o) := by rw [h.ket]
      _ = ref o := by rw [Matrix.mulVec_mulVec, h1, Matrix.one_mulVec]
  · calc ref o ᵥ* W⁻¹ = (ref o ᵥ* W) ᵥ* W⁻¹ := by rw [h.bra]
      _ = ref o := by rw [Matrix.vecMul_vecMul, h2, Matrix.vecMul_one]
  · calc W⁻¹ * P = W⁻¹ * P * (W * W⁻¹) := by rw [h2, mul_one]
      _ = W⁻¹ * (P * W) * W⁻¹ := by simp only [mul_assoc]
      _ = W⁻¹ * (W * P) * W⁻¹ := by rw [h.comm]
      _ = (W⁻¹ * W) * P * W⁻¹ := by simp only [mul_assoc]
      _ = P * W⁻¹ := by rw [h1, one_mul]
  · rw [h3]; exact h.conj_mem_inv
  · rw [h3]; exact h.conj_mem
```

The inverse of an admissible rotation is admissible. It fixes the column $e_o$ as above, and multiplying $e_o^{T}W=e_o^{T}$ on the right by $W^{-1}$ gives the row condition. Multiplying $WP=PW$ by $W^{-1}$ on both sides gives $PW^{-1}=W^{-1}P$. The two conditions on $C$ simply change places.

```lean
lemma IsCCSolution.conj {o : n} {P W H T : Matrix n n ℂ} {C : Set (Matrix n n ℂ)}
    (h : IsOrbitalRotation o P C W) (s : IsCCSolution o P C H T) :
    IsCCSolution o P C (W * H * W⁻¹) (W * T * W⁻¹) := by
  refine ⟨h.conj_mem T s.mem, ?_, ?_⟩
  · obtain ⟨k, hk⟩ := s.nilpotent
    have hp : ∀ m : ℕ, (W * T * W⁻¹) ^ m = W * T ^ m * W⁻¹ := by
      intro m
      induction m with
      | zero => rw [pow_zero, pow_zero, mul_one, mul_inv_self h.unit]
      | succ m ih =>
        calc (W * T * W⁻¹) ^ (m + 1) = W * T ^ m * (W⁻¹ * W) * T * W⁻¹ := by
              rw [pow_succ, ih]; simp only [mul_assoc]
          _ = W * T ^ (m + 1) * W⁻¹ := by
              rw [inv_mul_self h.unit, mul_one, pow_succ]; simp only [mul_assoc]
    exact ⟨k, by rw [hp, hk, mul_zero, zero_mul]⟩
  · -- the residual vector is multiplied by `W`
    rw [hbar_conj h.unit, conj_ref h.unit h.ket, Matrix.mulVec_mulVec, ← h.comm,
      ← Matrix.mulVec_mulVec, s.residual, Matrix.mulVec_zero]
```

If $T$ solves the equations for $H$, then $WTW^{-1}$ solves them for $WHW^{-1}$. Membership in $C$ is part of admissibility. If $T^k=0$, then $(WTW^{-1})^k=WT^kW^{-1}=0$; Lean proves the power formula by induction. For the residual,

$$
P\,(W\bar HW^{-1})e_o=PW\bar He_o=WP\bar He_o=0.
$$

The middle equality is where $WP=PW$ is used.

```lean
lemma conj_back {W : Matrix n n ℂ} (hW : IsUnit W) (X : Matrix n n ℂ) :
    W⁻¹ * (W * X * W⁻¹) * W⁻¹⁻¹ = X := by
  rw [Matrix.inv_eq_right_inv (inv_mul_self hW)]
  calc W⁻¹ * (W * X * W⁻¹) * W = (W⁻¹ * W) * X * (W⁻¹ * W) := by simp only [mul_assoc]
    _ = X := by rw [inv_mul_self hW, one_mul, mul_one]
```

Conjugating by $W$ and then by $W^{-1}$ returns the original matrix: $W^{-1}(WXW^{-1})W=X$.

```lean
/-- Orbital invariance: if `W` satisfies `IsOrbitalRotation`, then `T` solves the truncated
coupled-cluster equations for `H` exactly when `W T W⁻¹` solves them for `W H W⁻¹`, and the two
energies agree. -/
theorem orbital_invariance {o : n} {P W : Matrix n n ℂ} {C : Set (Matrix n n ℂ)}
    (h : IsOrbitalRotation o P C W) (H T : Matrix n n ℂ) :
    (IsCCSolution o P C (W * H * W⁻¹) (W * T * W⁻¹) ↔ IsCCSolution o P C H T) ∧
      energy o (W * H * W⁻¹) (W * T * W⁻¹) = energy o H T := by
  refine ⟨⟨fun s => ?_, fun s => s.conj h⟩, ?_⟩
  · have s' := s.conj h.inv
    rwa [conj_back h.unit, conj_back h.unit] at s'
  · unfold energy
    rw [hbar_conj h.unit, conj_ref h.unit h.ket, Matrix.dotProduct_mulVec, h.bra]
```

This is the main result. The pair $(H,T)$ solves the truncated equations if and only if $(WHW^{-1},WTW^{-1})$ does. The step from $(H,T)$ to the transformed pair is the lemma `IsCCSolution.conj`; the converse applies that lemma to $W^{-1}$ and undoes the conjugations. The energies agree because

$$
e_o^{T}W\bar HW^{-1}e_o=e_o^{T}W\bar He_o=e_o^{T}\bar He_o.
$$

The last step uses the row condition $e_o^{T}W=e_o^{T}$. The energy equality holds for every $T$, whether or not it solves the equations.

```lean
/-- If `W` satisfies `IsOrbitalRotation`, the Hamiltonians `H` and `W H W⁻¹` have the same set of
truncated coupled-cluster energies. -/
theorem ccEnergies_invariant {o : n} {P W : Matrix n n ℂ} {C : Set (Matrix n n ℂ)}
    (h : IsOrbitalRotation o P C W) (H : Matrix n n ℂ) :
    ccEnergies o P C (W * H * W⁻¹) = ccEnergies o P C H := by
  have sub : ∀ {V : Matrix n n ℂ}, IsOrbitalRotation o P C V → ∀ K : Matrix n n ℂ,
      ccEnergies o P C K ⊆ ccEnergies o P C (V * K * V⁻¹) := by
    rintro V hV K E ⟨T, s, rfl⟩
    exact ⟨V * T * V⁻¹, s.conj hV, (orbital_invariance hV K T).2⟩
  apply Set.Subset.antisymm
  · have := sub h.inv (W * H * W⁻¹)
    rwa [conj_back h.unit] at this
  · exact sub h H
```

The full sets of energies for $H$ and $WHW^{-1}$ are equal. Each solution for $H$ gives one for $WHW^{-1}$ with the same energy, which proves one inclusion; the same argument with $W^{-1}$ proves the other. If $W$ converts determinant coefficients from the old orbitals to the new ones, $WHW^{-1}$ is the matrix of the same Hamiltonian in the new determinants. For electronic-structure practice, this means that, in a finite determinant basis and under the stated conditions on $W$, a change of orbitals neither creates nor removes a truncated coupled-cluster energy.

## Four states with two mixed singles

```lean
/-- Mixing of the two single excitations 1 and 2 in a four-state model. -/
def mix (c s : ℂ) : Matrix (Fin 4) (Fin 4) ℂ :=
  !![1, 0, 0, 0; 0, c, -s, 0; 0, s, c, 0; 0, 0, 0, 1]
```

Lean numbers the states from 0. State 0 is the reference, and the matrix mixes states 1 and 2 with coefficients $c$ and $s$.

```lean
/-- Projection on the two single excitations of the four-state model. -/
def singlesP : Matrix (Fin 4) (Fin 4) ℂ :=
  !![0, 0, 0, 0; 0, 1, 0, 0; 0, 0, 1, 0; 0, 0, 0, 0]
```

The projection retains states 1 and 2, and discards state 3.

```lean
/-- Cluster operator exciting the reference to states 1 and 2 with amplitudes `a` and `b`. -/
def singlesT (a b : ℂ) : Matrix (Fin 4) (Fin 4) ℂ :=
  !![0, 0, 0, 0; a, 0, 0, 0; b, 0, 0, 0; 0, 0, 0, 0]
```

The cluster operator sends $e_0$ to $a\,e_1+b\,e_2$ and every other basis vector to zero.

```lean
/-- A transformed Hamiltonian coupling the reference to state 3, outside the projection. -/
def modelHbar : Matrix (Fin 4) (Fin 4) ℂ :=
  !![1, 0, 0, 1; 0, 2, 0, 0; 0, 0, 3, 0; 1, 0, 0, 4]
```

This matrix $M$ is the chosen transformed Hamiltonian. It couples the reference to state 3, so $e_0$ is not an eigenvector of it, although the projected equations hold.

```lean
/-- In the four-state model `mix c s` with `c² + s² = 1` satisfies `IsOrbitalRotation`, and `T =
singlesT a b` solves the projected equations for `exp(T) modelHbar exp(-T)`. -/
theorem orbital_invariance_witness (c s a b : ℂ) (hcs : c ^ 2 + s ^ 2 = 1) :
    IsOrbitalRotation 0 singlesP {T | ∃ x y, T = singlesT x y} (mix c s) ∧
      IsCCSolution 0 singlesP {T | ∃ x y, T = singlesT x y}
        (NormedSpace.exp (singlesT a b) * modelHbar * NormedSpace.exp (-singlesT a b))
        (singlesT a b) := by
  have hr : ∀ u v : ℂ, u ^ 2 + v ^ 2 = 1 → mix u v * mix u (-v) = 1 := by
    intro u v huv
    ext i j
    fin_cases i <;> fin_cases j <;> simp [mix, Matrix.mul_apply, Fin.sum_univ_four] <;>
      first | linear_combination huv | ring
  have h1 := hr c s hcs
  have h2 : mix c (-s) * mix c s = 1 := mul_eq_one_comm.1 h1
  have hi : (mix c s)⁻¹ = mix c (-s) := Matrix.inv_eq_right_inv h1
  have hT : ∀ u v x y : ℂ, mix u v * singlesT x y * mix u (-v)
      = singlesT (u * x - v * y) (v * x + u * y) := by
    intro u v x y
    ext i j
    fin_cases i <;> fin_cases j <;>
      simp [mix, singlesT, Matrix.mul_apply, Fin.sum_univ_four]
    ring
  refine ⟨⟨⟨⟨mix c s, mix c (-s), h1, h2⟩, rfl⟩, ?_, ?_, ?_, ?_, ?_⟩, ⟨a, b, rfl⟩, ⟨2, ?_⟩, ?_⟩
  · ext i
    fin_cases i <;> simp [mix, ref, Matrix.mulVec, dotProduct]
  · ext i
    fin_cases i <;> simp [mix, ref, Matrix.vecMul, dotProduct]
  · ext i j
    fin_cases i <;> fin_cases j <;> simp [mix, singlesP, Matrix.mul_apply, Fin.sum_univ_four]
  · rintro T ⟨x, y, rfl⟩
    exact ⟨_, _, by rw [hi]; exact hT c s x y⟩
  · rintro T ⟨x, y, rfl⟩
    have h := hT c (-s) x y
    rw [neg_neg] at h
    exact ⟨_, _, by rw [hi]; exact h⟩
  · rw [pow_two]
    ext i j
    fin_cases i <;> fin_cases j <;> simp [singlesT, Matrix.mul_apply, Fin.sum_univ_four]
  · have he : NormedSpace.exp (-singlesT a b) * NormedSpace.exp (singlesT a b) = 1 := by
      rw [← Matrix.exp_add_of_commute _ _ (Commute.neg_left (Commute.refl (singlesT a b))),
        neg_add_cancel, NormedSpace.exp_zero]
    have hb : hbar (NormedSpace.exp (singlesT a b) * modelHbar *
        NormedSpace.exp (-singlesT a b)) (singlesT a b) = modelHbar := by
      unfold hbar
      generalize NormedSpace.exp (-singlesT a b) = A at he ⊢
      generalize NormedSpace.exp (singlesT a b) = B at he ⊢
      calc A * (B * modelHbar * A) * B = (A * B) * modelHbar * (A * B) := by
            simp only [mul_assoc]
        _ = modelHbar := by rw [he, one_mul, mul_one]
    rw [hb]
    ext i
    fin_cases i <;>
      simp [singlesP, modelHbar, ref, Matrix.mulVec, dotProduct, Fin.sum_univ_four]
```

Whenever $c^2+s^2=1$, the mixing is admissible, and $T$ with any amplitudes $a,b$ solves the equations for $H=e^{T}Me^{-T}$. This $H$ is Hermitian only when $a=b=0$; for other amplitudes the example illustrates the algebra and is not a physical Hamiltonian. The inverse mixing has $-s$ in place of $s$, and conjugation changes the amplitudes to

$$
(a,b)\mapsto(ca-sb,\;sa+cb).
$$

Thus the class of cluster operators is preserved. Moreover $T^2=0$ and $e^{-T}He^{T}=M$. Since $Me_0=e_0+e_3$, the projected residual vanishes. Lean checks the explicit matrix identities entry by entry, with `fin_cases` running through the indices.

## Exchanging a retained and a discarded excitation

```lean
/-- In this three-state example, exchanging a retained and a discarded excitation fixes the
reference from both sides, yet turns a solution `T = 0` of the projected equations into a
non-solution. -/
theorem commutation_needed :
    let P : Matrix (Fin 3) (Fin 3) ℂ := !![0, 0, 0; 0, 1, 0; 0, 0, 0]
    let W : Matrix (Fin 3) (Fin 3) ℂ := !![1, 0, 0; 0, 0, 1; 0, 1, 0]
    let H : Matrix (Fin 3) (Fin 3) ℂ := !![0, 0, 1; 0, 0, 0; 1, 0, 0]
    IsUnit W ∧ W *ᵥ ref 0 = ref 0 ∧ ref 0 ᵥ* W = ref 0 ∧
      P *ᵥ (hbar H 0 *ᵥ ref 0) = 0 ∧
      P *ᵥ (hbar (W * H * W⁻¹) (W * 0 * W⁻¹) *ᵥ ref 0) ≠ 0 := by
  intro P W H
  have hW : W * W = 1 := by
    ext i j
    fin_cases i <;> fin_cases j <;> simp [W, Matrix.mul_apply, Fin.sum_univ_three]
  have h0 : ∀ K : Matrix (Fin 3) (Fin 3) ℂ, hbar K 0 = K := by
    intro K
    simp [hbar, NormedSpace.exp_zero]
  refine ⟨⟨⟨W, W, hW, hW⟩, rfl⟩, ?_, ?_, ?_, ?_⟩
  · ext i
    fin_cases i <;> simp [W, ref, Matrix.mulVec, dotProduct]
  · ext i
    fin_cases i <;> simp [W, ref, Matrix.vecMul, dotProduct]
  · rw [h0]
    ext i
    fin_cases i <;> simp [P, H, ref, Matrix.mulVec, dotProduct, Fin.sum_univ_three]
  · have hc : W * H * W = !![0, 1, 0; 1, 0, 0; 0, 0, 0] := by
      ext i j
      fin_cases i <;> fin_cases j <;> simp [W, H, Matrix.mul_apply, Fin.sum_univ_three]
    rw [Matrix.inv_eq_right_inv hW, mul_zero, zero_mul, h0, hc]
    intro h
    -- the retained component of the residual equals one
    have h' := congrFun h 1
    simp [P, ref, Matrix.mulVec, dotProduct, Fin.sum_univ_three] at h'

end

end CoupledClusterOrbitalInvariance
```

Here $P$ retains state 1 and discards state 2, while $W$ exchanges them. The reference is fixed from both sides, but $WP\neq PW$. With $T=0$ the transformed Hamiltonian is $H$ itself, and $He_0=e_2$, so $PHe_0=0$. After the exchange, $WHW^{-1}e_0=e_1$, and the projected residual is $e_1\neq0$. Conjugation leaves $T=0$ unchanged, so even the class $C=\{0\}$ is preserved; the failure comes from the projection alone.

```lean
#print axioms CoupledClusterOrbitalInvariance.wavefunction_conj
#print axioms CoupledClusterOrbitalInvariance.orbital_invariance
#print axioms CoupledClusterOrbitalInvariance.ccEnergies_invariant
#print axioms CoupledClusterOrbitalInvariance.commutation_needed
```

```
'CoupledClusterOrbitalInvariance.wavefunction_conj' depends on axioms: [propext, Classical.choice, Quot.sound]
'CoupledClusterOrbitalInvariance.orbital_invariance' depends on axioms: [propext, Classical.choice, Quot.sound]
'CoupledClusterOrbitalInvariance.ccEnergies_invariant' depends on axioms: [propext, Classical.choice, Quot.sound]
'CoupledClusterOrbitalInvariance.commutation_needed' depends on axioms: [propext, Classical.choice, Quot.sound]
```
